# The energy of every finite orbital group is a sum of fixed orbital and pair terms exactly when the empty group has zero energy and all increments of order three or more vanish

In the method of increments, the correlation energy of a group of localized orbitals is split into contributions from its subgroups, the increment of a group being the alternating sum of the energies of all its subgroups. The theorem `higher_increments_vanish_iff` takes an arbitrary real-valued function `E` on finite sets of orbitals, with no Hamiltonian behind it. It states that `E ∅ = 0` and the increments of all groups of three or more orbitals vanish if and only if `E` is a sum of fixed orbital energies and fixed pair energies. From left to right, the proof takes the increments themselves as these energies and recovers `E` by summing increments. From right to left, it leaves the energy of the empty group to `simp` and gets the vanishing of the higher increments from `increment_pairEnergy`.

The failing Lean file:

```lean
import Mathlib

open Finset

namespace IncrementalCorrelation

noncomputable section

variable {ι : Type*} [DecidableEq ι]

/-- The energy increment of a group `T` of localized orbitals: the alternating sum of the
correlation energies of all its subgroups. -/
def increment (E : Finset ι → ℝ) (T : Finset ι) : ℝ :=
  ∑ U ∈ T.powerset, (-1) ^ (T.card - U.card) * E U

/-- The energy of a group of orbitals built from fixed orbital energies `e` and fixed pair
energies `w`, where `w` is evaluated on two-orbital subsets. -/
def pairEnergy (e : ι → ℝ) (w : Finset ι → ℝ) (S : Finset ι) : ℝ :=
  ∑ i ∈ S, e i + ∑ P ∈ S.powersetCard 2, w P

/-- Adding an orbital `a` to a group gives the increment computed with `a` always correlated,
minus the increment computed without it. -/
theorem increment_insert (E : Finset ι → ℝ) {a : ι} {T : Finset ι} (ha : a ∉ T) :
    increment E (insert a T) = increment (fun U => E (insert a U)) T - increment E T := by
  unfold increment
  -- subsets of the larger group either omit `a` or contain it
  rw [Finset.sum_powerset_insert ha, ← Finset.sum_add_distrib, ← Finset.sum_sub_distrib]
  apply Finset.sum_congr rfl
  intro U hU
  have hs := Finset.mem_powerset.mp hU
  have hc := Finset.card_le_card hs
  have haU : a ∉ U := fun h => ha (hs h)
  rw [Finset.card_insert_of_notMem ha, Finset.card_insert_of_notMem haU,
    show T.card + 1 - U.card = (T.card - U.card) + 1 by omega,
    show T.card + 1 - (U.card + 1) = T.card - U.card by omega, pow_succ]
  ring

/-- The increments of all subgroups of `S`, the empty one included, add up to the energy
of `S`. -/
theorem sum_increment (E : Finset ι → ℝ) (S : Finset ι) :
    ∑ T ∈ S.powerset, increment E T = E S := by
  induction S using Finset.induction_on generalizing E with
  | empty => simp [increment]
  | insert a s ha ih =>
    have h : ∑ T ∈ s.powerset, increment E (insert a T)
        = ∑ T ∈ s.powerset, (increment (fun U => E (insert a U)) T - increment E T) :=
      Finset.sum_congr rfl fun T hT =>
        increment_insert E (fun h => ha (Finset.mem_powerset.mp hT h))
    rw [Finset.sum_powerset_insert ha, h, Finset.sum_sub_distrib,
      ih E, ih (fun U => E (insert a U))]
    ring

/-- Any assignment of contributions to groups of orbitals that adds up to the energy of every
group coincides with the increments. -/
theorem increment_unique (E f : Finset ι → ℝ)
    (hf : ∀ S, ∑ T ∈ S.powerset, f T = E S) (T : Finset ι) : increment E T = f T := by
  induction T using Finset.strongInduction with
  | H T ih =>
    have h1 := Finset.add_sum_erase T.powerset (increment E) (Finset.mem_powerset_self T)
    have h2 := Finset.add_sum_erase T.powerset f (Finset.mem_powerset_self T)
    -- all proper subgroups already agree
    have h3 : ∑ U ∈ T.powerset.erase T, increment E U = ∑ U ∈ T.powerset.erase T, f U := by
      apply Finset.sum_congr rfl
      intro U hU
      rw [Finset.mem_erase, Finset.mem_powerset] at hU
      exact ih U (Finset.ssubset_iff_subset_ne.mpr ⟨hU.2, hU.1⟩)
    linarith [sum_increment E T, hf T]

/-- For a sum of orbital and pair energies, the increment of one orbital is its orbital energy,
that of two orbitals is their pair energy, and every other increment is zero. -/
theorem increment_pairEnergy (e : ι → ℝ) (w : Finset ι → ℝ) (T : Finset ι) :
    increment (pairEnergy e w) T
      = (if T.card = 1 then ∑ i ∈ T, e i else 0) + (if T.card = 2 then w T else 0) := by
  refine increment_unique _ (fun T => (if T.card = 1 then ∑ i ∈ T, e i else 0)
    + (if T.card = 2 then w T else 0)) (fun S => ?_) T
  simp only [pairEnergy]
  -- sort the subgroups by their number of orbitals
  rw [Finset.sum_add_distrib, ← Finset.sum_filter, ← Finset.sum_filter,
    ← Finset.powersetCard_eq_filter, ← Finset.powersetCard_eq_filter,
    Finset.powersetCard_one, Finset.sum_map]
  simp

/-- The energy of the empty group and all increments of order three or more vanish exactly when
the energy is a sum of fixed orbital and pair energies. -/
theorem higher_increments_vanish_iff (E : Finset ι → ℝ) :
    (E ∅ = 0 ∧ ∀ T : Finset ι, 3 ≤ T.card → increment E T = 0)
      ↔ ∃ (e : ι → ℝ) (w : Finset ι → ℝ), E = pairEnergy e w := by
  constructor
  · rintro ⟨h0, hv⟩
    -- the increments themselves serve as orbital and pair energies
    refine ⟨fun i => increment E {i}, increment E, ?_⟩
    have h : ∀ T, increment (pairEnergy (fun i => increment E {i}) (increment E)) T
        = increment E T := by
      intro T
      rw [increment_pairEnergy]
      have hc : T.card = 0 ∨ T.card = 1 ∨ T.card = 2 ∨ 3 ≤ T.card := by omega
      rcases hc with hc | hc | hc | hc
      · rw [Finset.card_eq_zero] at hc
        subst hc
        simp [increment, h0]
      · obtain ⟨i, rfl⟩ := Finset.card_eq_one.mp hc
        simp
      · simp [hc]
      · rw [hv T hc, if_neg (by omega), if_neg (by omega), add_zero]
    funext S
    exact (sum_increment E S).symm.trans
      ((Finset.sum_congr rfl fun T _ => (h T).symm).trans (sum_increment _ S))
  · rintro ⟨e, w, rfl⟩
    refine ⟨by simp [pairEnergy], fun T hT => ?_⟩
    rw [increment_pairEnergy, if_neg (by omega), if_neg (by omega), add_zero]

end

end IncrementalCorrelation
```

The error:

```
Main.lean:109:12: error: unsolved goals
ι : Type u_1
inst✝ : DecidableEq ι
e : ι → ℝ
w : Finset ι → ℝ
⊢ ∑ P ∈ powersetCard 2 ∅, w P = 0
```

The error lies in the right-to-left direction, where `by simp [pairEnergy]` has to show that a sum of orbital and pair energies is zero for the empty group. `simp` unfolds the definition and disposes of the orbital sum, but stops at `∑ P ∈ powersetCard 2 ∅, w P = 0`. The goal is true, since the empty set has no two-element subsets, but the simplification rules `simp` had at hand did not turn `powersetCard 2 ∅` into `∅` or otherwise close the sum.

The repair proves this fact separately as `h0`. After the orbital sum is removed, `Finset.sum_eq_zero` reduces the goal to showing `w P = 0` for each `P` in `powersetCard 2 ∅`. By `Finset.mem_powersetCard`, such a `P` is a subset of `∅` and has two elements. `Finset.card_le_card` and `Finset.card_empty` then bound its cardinality by zero, and `omega` closes the goal from the contradiction. `h0` takes the place of the failed `simp` call in the `refine` line.

The mended proof, as a diff:

```diff
@@ -107,5 +107,15 @@
       ((Finset.sum_congr rfl fun T _ => (h T).symm).trans (sum_increment _ S))
   · rintro ⟨e, w, rfl⟩
-    refine ⟨by simp [pairEnergy], fun T hT => ?_⟩
+    have h0 : pairEnergy e w ∅ = 0 := by
+      unfold pairEnergy
+      rw [Finset.sum_empty, zero_add]
+      -- the empty group contains no pairs
+      apply Finset.sum_eq_zero
+      intro P hP
+      obtain ⟨hs, h2⟩ := Finset.mem_powersetCard.mp hP
+      have hc := Finset.card_le_card hs
+      rw [Finset.card_empty] at hc
+      omega
+    refine ⟨h0, fun T hT => ?_⟩
     rw [increment_pairEnergy, if_neg (by omega), if_neg (by omega), add_zero]
 
```
